# With a potential continuous up to the sphere boundary, no nonzero radial solution has zero value and zero slope there

Q: When I set up an LAPW calculation, I sort the atomic levels into core and valence. For each candidate core level I look at how much of the orbital is left at the muffin-tin radius $R$. If it is small, the level goes into the core; if not, it is treated as semicore, perhaps with a local orbital. The usual argument that the radial basis functions in the sphere are orthogonal to a core state takes that state's value and slope at $R$ to be zero. Can both be exactly zero?

A: Not for a nonzero solution of the non-relativistic radial equation with a potential continuous up to $R$. For such a state confinement is a matter of degree, and your check measures the degree.

Q: Show me by hand first. What is the equation?

A: Let $c(r)$ be $r$ times the radial part of the orbital, $E$ its energy, and $q(r)$ the spherical potential plus the centrifugal term $l(l+1)/r^2$, in Rydberg units. Then
$$-c'' + q\,c = E\,c \qquad (0 < r \le R).$$
Write $d = c'$ for the slope, so that $d' = (q-E)\,c$. Now follow $F = c^2 + d^2$, with lengths taken as pure numbers in atomic units:
$$F' = 2cd + 2d\,(q-E)\,c = 2cd\,\bigl(1 + (q-E)\bigr).$$
Pick a radius $a$ with $0 < a \le R$, and suppose $|q-E| \le M$ on $[a,R]$. Since $|2cd| \le c^2+d^2$, we get $F' \ge -(1+M)F$. Hence
$$\frac{d}{dr}\Bigl(e^{(1+M)r}F\Bigr) = e^{(1+M)r}\bigl((1+M)F + F'\bigr) \ge 0.$$
The weighted quantity does not decrease towards the boundary. Comparing its values at $a$ and $R$ gives
$$F(a) \le e^{(1+M)(R-a)}\,F(R).$$
If $c(R) = d(R) = 0$, the right side is zero, so $c(a) = 0$.

Q: But $q$ diverges at the nucleus, so there is no such $M$.

A: There is none for the whole sphere, but there is one for each $a > 0$, because a continuous function is bounded on the closed interval $[a,R]$. The bound may grow without limit as $a$ approaches zero. That does no harm, since any finite factor times zero is zero.

Q: Give me numbers for the inequality.

A: Take $q = 0$, $E = -1$, $R = 2$, $a = 1$ and the decaying solution $c = e^{-r}$, $d = -e^{-r}$. Then $|q-E| = 1$, so $M = 1$ will do. At the boundary $F(2) = 2e^{-4} \approx 0.0366$. The factor is $e^{2} \approx 7.389$, and the product is about $0.271$. At the inner radius $F(1) = 2e^{-2} \approx 0.271$, so here the bound is attained. This $c$ does not vanish at the nucleus, so it is not a physical orbital for the whole sphere, but the inequality uses only the stretch from $a$ to $R$. Read backwards, the inequality says that $F(R)$ is at least $e^{-(1+M)(R-a)}F(a)$.

Q: Now the formal version. I suspect that the physics gets lost in it.

A: It begins with the mathematical library and a namespace.

In Lean 4 with Mathlib:

```lean
import Mathlib

open Set

namespace CoreStateConfinement

noncomputable section
```

The radial equation is then packed into one predicate.

```lean
/-- The radial orbital `c` with slope `d` solves `-c'' + q c = E c` on `(0, R]`,
with one-sided derivatives at the sphere boundary `R`. -/
structure IsRadialSolution (q : ℝ → ℝ) (E R : ℝ) (c d : ℝ → ℝ) : Prop where
  slope : ∀ r ∈ Ioc 0 R, HasDerivWithinAt c (d r) (Ioc 0 R) r
  schrodinger : ∀ r ∈ Ioc 0 R, ∃ k : ℝ,
    HasDerivWithinAt d k (Ioc 0 R) r ∧ -k + q r * c r = E * c r
```

Here `q`, `c` and `d` are real functions and `E` and `R` are real numbers. `Ioc 0 R` is the interval $(0,R]$, with the nucleus left out and the boundary included. The field `slope` says that $d$ is the derivative of $c$. The field `schrodinger` says that $d$ has a derivative $k$ and that $-k + qc = Ec$; this $k$ is $c''$.

Q: Why "within" the interval? A real core orbital continues past $R$.

A: `HasDerivWithinAt` uses only points of $(0,R]$. At interior points that is the ordinary derivative, and at $R$ it is the derivative from the left. The alternative is to define the orbital on a larger interval and ask for two-sided derivatives at $R$. That would also restrict how the orbital behaves just outside the sphere, and the theorem would cover fewer cases. An orbital that continues smoothly past $R$ satisfies the one-sided version anyway, so your case is included. A jump of the potential between sphere and interstitial region does not matter either, as long as $q(R)$ is the limit from inside.

Q: The claim is usually made for a twice continuously differentiable $c$. I see no such condition.

A: It follows. When $q$ is continuous, $c'' = (q-E)c$ is continuous too. What the predicate does leave out is any condition at the nucleus and any normalisation. The result therefore holds for irregular solutions as well as for physical ones.

Q: Then where is your inequality?

A: It is the first theorem, with the hypothesis on $M$ stated for `Icc a R`, the closed interval $[a,R]$.

```lean
/-- For a radial solution with `|q - E| ≤ M` between `a > 0` and the sphere boundary `R`, the
squared value plus squared slope at `a` is at most `exp ((1 + M) (R - a))` times the same quantity
at `R`. -/
theorem interior_le_boundary {q c d : ℝ → ℝ} {E R a M : ℝ}
    (h : IsRadialSolution q E R c d) (ha : 0 < a) (haR : a ≤ R)
    (hM : ∀ r ∈ Icc a R, |q r - E| ≤ M) :
    c a ^ 2 + d a ^ 2 ≤ Real.exp ((1 + M) * (R - a)) * (c R ^ 2 + d R ^ 2) := by
  -- the weighted sum of squares and its derivative
  let G : ℝ → ℝ := fun r => Real.exp ((1 + M) * r) * (c r * c r + d r * d r)
  have hG : ∀ r ∈ Ioc 0 R, HasDerivWithinAt G
      (Real.exp ((1 + M) * r) * ((1 + M) * (c r * c r + d r * d r)
        + 2 * c r * d r * (1 + (q r - E)))) (Ioc 0 R) r := by
    intro r hr
    have h1 := h.slope r hr
    obtain ⟨k, hk, e⟩ := h.schrodinger r hr
    have hk' : k = (q r - E) * c r := by linear_combination (-1 : ℝ) * e
    rw [hk'] at hk
    have h0 : HasDerivAt (fun x : ℝ => (1 + M) * x) (1 + M) r :=
      ((hasDerivAt_id' r).const_mul (1 + M)).congr_deriv (mul_one _)
    have hexp : HasDerivWithinAt (fun x : ℝ => Real.exp ((1 + M) * x))
        (Real.exp ((1 + M) * r) * (1 + M)) (Ioc 0 R) r := h0.exp.hasDerivWithinAt
    have hF : HasDerivWithinAt (fun x => c x * c x + d x * d x)
        ((d r * c r + c r * d r)
          + ((q r - E) * c r * d r + d r * ((q r - E) * c r))) (Ioc 0 R) r :=
      (h1.mul h1).add (hk.mul hk)
    have hP : HasDerivWithinAt G
        (Real.exp ((1 + M) * r) * (1 + M) * (c r * c r + d r * d r)
          + Real.exp ((1 + M) * r) * ((d r * c r + c r * d r)
          + ((q r - E) * c r * d r + d r * ((q r - E) * c r)))) (Ioc 0 R) r :=
      hexp.mul hF
    exact hP.congr_deriv (by ring)
  -- the weight makes it non-decreasing towards the boundary
  have hmono : MonotoneOn G (Icc a R) := by
    apply monotoneOn_of_deriv_nonneg (convex_Icc a R)
    · intro r hr
      exact (hG r ⟨lt_of_lt_of_le ha hr.1, hr.2⟩).continuousWithinAt.mono
        (fun x hx => ⟨lt_of_lt_of_le ha hx.1, hx.2⟩)
    · intro r hr
      rw [interior_Icc] at hr
      have hr0 : 0 < r := ha.trans hr.1
      exact ((hG r ⟨hr0, hr.2.le⟩).hasDerivAt
        (Ioc_mem_nhds hr0 hr.2)).differentiableAt.differentiableWithinAt
    · intro r hr
      rw [interior_Icc] at hr
      have hr0 : 0 < r := ha.trans hr.1
      rw [((hG r ⟨hr0, hr.2.le⟩).hasDerivAt (Ioc_mem_nhds hr0 hr.2)).deriv]
      obtain ⟨hl, hu⟩ := abs_le.mp (hM r ⟨hr.1.le, hr.2.le⟩)
      have p1 : 0 ≤ (1 + M) + (1 + (q r - E)) := by linarith
      have p2 : 0 ≤ (1 + M) - (1 + (q r - E)) := by linarith
      apply mul_nonneg (Real.exp_pos _).le
      nlinarith [mul_nonneg p1 (sq_nonneg (c r + d r)),
        mul_nonneg p2 (sq_nonneg (c r - d r))]
  have hle : Real.exp ((1 + M) * a) * (c a * c a + d a * d a)
      ≤ Real.exp ((1 + M) * R) * (c R * c R + d R * d R) :=
    hmono ⟨le_refl a, haR⟩ ⟨haR, le_refl R⟩ haR
  have hsplit : Real.exp ((1 + M) * R)
      = Real.exp ((1 + M) * a) * Real.exp ((1 + M) * (R - a)) := by
    rw [← Real.exp_add]
    congr 1
    ring
  rw [hsplit, mul_assoc] at hle
  have hfin := le_of_mul_le_mul_left hle (Real.exp_pos _)
  simpa only [pow_two] using hfin
```

The function `G` is $e^{(1+M)r}F$, and `hG` computes its derivative by the product rule, after the radial equation has been solved for $k$. The step `hmono` applies the theorem that a continuous function with non-negative derivative inside an interval is non-decreasing on it.

Q: And $|2cd| \le c^2 + d^2$?

A: It enters through two squares. With $s = 1 + (q-E)$,
$$(1+M)(c^2+d^2) + 2cd\,s = \tfrac12\bigl[(1+M+s)(c+d)^2 + (1+M-s)(c-d)^2\bigr].$$
The facts `p1` and `p2` say that both brackets in front of the squares are non-negative, and `nlinarith` combines them. Finally `hle` compares `G` at $a$ and $R$, and `hsplit` factors the exponential so that the common part $e^{(1+M)a}$ cancels.

Q: So far this is an estimate. I want the statement about core states.

A: It comes next. Its hypotheses are continuity of $q$ on $(0,R]$, the radial equation, $c(R) = 0$ and $d(R) = 0$. Its conclusion is $c(r) = 0$ for every $r$ in $(0,R]$.

```lean
/-- For a potential continuous on `(0, R]`, a radial solution whose value and slope both vanish at
the sphere boundary `R` vanishes everywhere on `(0, R]`. -/
theorem core_state_eq_zero {q c d : ℝ → ℝ} {E R : ℝ}
    (hq : ContinuousOn q (Ioc 0 R)) (h : IsRadialSolution q E R c d)
    (hc : c R = 0) (hd : d R = 0) : ∀ r ∈ Ioc 0 R, c r = 0 := by
  intro a ha
  -- away from the nucleus the potential is bounded
  have hcont : ContinuousOn (fun r => q r - E) (Icc a R) :=
    (hq.mono (fun x hx => ⟨lt_of_lt_of_le ha.1 hx.1, hx.2⟩)).sub continuousOn_const
  obtain ⟨M, hM⟩ := isCompact_Icc.exists_bound_of_continuousOn hcont
  have hb := interior_le_boundary h ha.1 ha.2
    (fun r hr => by simpa only [Real.norm_eq_abs] using hM r hr)
  rw [hc, hd] at hb
  have hz : c a ^ 2 + d a ^ 2 ≤ 0 := by simpa using hb
  have hs : c a ^ 2 = 0 := le_antisymm (by linarith [sq_nonneg (d a)]) (sq_nonneg _)
  exact pow_eq_zero_iff (two_ne_zero) |>.mp hs
```

The proof fixes a radius $a$ and obtains $M$ from `exists_bound_of_continuousOn`, which is the compactness argument. It then inserts the zero boundary data into the inequality. What remains is $c(a)^2 + d(a)^2 \le 0$, and so $c(a) = 0$.

Q: What if only the value vanishes? A level in a hard-walled sphere has a node at $R$.

A: Then the slope at $R$ fixes the whole solution. To see this, first note that the equation is linear, so solutions at the same energy can be superposed.

```lean
/-- Linear combinations of two radial solutions in the same potential and at the same energy are
again radial solutions in that potential at that energy. -/
theorem superposition {q c₁ d₁ c₂ d₂ : ℝ → ℝ} {E R : ℝ}
    (h₁ : IsRadialSolution q E R c₁ d₁) (h₂ : IsRadialSolution q E R c₂ d₂) (a b : ℝ) :
    IsRadialSolution q E R (fun r => a * c₁ r + b * c₂ r)
      (fun r => a * d₁ r + b * d₂ r) where
  slope r hr := ((h₁.slope r hr).const_mul a).add ((h₂.slope r hr).const_mul b)
  schrodinger r hr := by
    obtain ⟨k₁, hk₁, e₁⟩ := h₁.schrodinger r hr
    obtain ⟨k₂, hk₂, e₂⟩ := h₂.schrodinger r hr
    exact ⟨a * k₁ + b * k₂, (hk₁.const_mul a).add (hk₂.const_mul b),
      by linear_combination a * e₁ + b * e₂⟩
```

In this theorem `a` and `b` are constant coefficients, not radii. The proof adds the two equations with those weights. Now take two solutions $c_1$ and $c_2$ with slopes $d_1$ and $d_2$, both with a node at $R$. The combination $d_2(R)\,c_1 - d_1(R)\,c_2$ has zero value at $R$, and its slope there is $d_2(R)d_1(R) - d_1(R)d_2(R) = 0$. By the main theorem it vanishes throughout the sphere.

```lean
/-- For a potential continuous on `(0, R]`, two radial solutions at the same energy that both vanish
at the sphere boundary are linearly related, with their boundary slopes as coefficients. -/
theorem proportional_of_boundary_nodes {q c₁ d₁ c₂ d₂ : ℝ → ℝ} {E R : ℝ}
    (hq : ContinuousOn q (Ioc 0 R))
    (h₁ : IsRadialSolution q E R c₁ d₁) (h₂ : IsRadialSolution q E R c₂ d₂)
    (hc₁ : c₁ R = 0) (hc₂ : c₂ R = 0) :
    ∀ r ∈ Ioc 0 R, d₂ R * c₁ r = d₁ R * c₂ r := by
  intro r hr
  -- this combination has neither value nor slope at the boundary
  have hz := core_state_eq_zero hq (superposition h₁ h₂ (d₂ R) (-d₁ R))
    (by simp [hc₁, hc₂]) (by ring) r hr
  linear_combination hz
```

The relation is written as $d_2(R)\,c_1(r) = d_1(R)\,c_2(r)$, without a quotient, so it also holds when one of the solutions is zero. If $c_2$ is not identically zero, the main theorem gives $d_2(R) \ne 0$, and $c_1$ is $d_1(R)/d_2(R)$ times $c_2$.

Q: You keep insisting on continuity up to $R$. Is that a technicality? Suppose the potential is continuous everywhere inside the sphere and only misbehaves at the boundary.

A: Then the conclusion can fail. Consider $c(r) = (R-r)^3$.

```lean
/-- The cubic radial function `(R - r)³`. -/
def wallState (R r : ℝ) : ℝ := (R - r) ^ 3
```

Its slope is $-3(R-r)^2$.

```lean
/-- The slope `-3 (R - r)²` of the cubic radial function. -/
def wallSlope (R r : ℝ) : ℝ := -3 * (R - r) ^ 2
```

Both vanish at $R$, although $c$ is nonzero everywhere inside. The second derivative is $6(R-r)$, so for $r < R$
$$c'' = \frac{6}{(R-r)^2}\,c,$$
which is the radial equation with $q = E + 6/(R-r)^2$. This is an infinitely high wall at the sphere boundary. It has the form of an $l = 2$ centrifugal barrier, with the distance measured from $R$ instead of from the nucleus.

```lean
/-- For a potential equal to `E + 6 / (R - r)²` inside the sphere, with any value at `R`,
the function `(R - r)³` is a radial solution at energy `E` that is nonzero inside and has
zero value and zero slope at `R`. -/
theorem confined_by_singular_wall {q : ℝ → ℝ} {E R : ℝ}
    (hq : ∀ r ∈ Ioo 0 R, q r = E + 6 / (R - r) ^ 2) :
    IsRadialSolution q E R (wallState R) (wallSlope R) ∧
      wallState R R = 0 ∧ wallSlope R R = 0 ∧ ∀ r ∈ Ioo 0 R, wallState R r ≠ 0 := by
  have h0 : ∀ r : ℝ, HasDerivAt (fun x : ℝ => R - x) (-1) r :=
    fun r => (hasDerivAt_id' r).const_sub R
  refine ⟨⟨?_, ?_⟩, by simp [wallState], by simp [wallSlope], ?_⟩
  · intro r _
    have h3 : HasDerivAt (wallState R) (wallSlope R r) r :=
      ((h0 r).fun_pow 3).congr_deriv (by unfold wallSlope; norm_num)
    exact h3.hasDerivWithinAt
  · intro r hr
    have h2 : HasDerivAt (wallSlope R) (6 * (R - r)) r :=
      (((h0 r).fun_pow 2).const_mul (-3)).congr_deriv (by norm_num; ring)
    refine ⟨6 * (R - r), h2.hasDerivWithinAt, ?_⟩
    unfold wallState
    rcases eq_or_lt_of_le hr.2 with heq | hlt
    · rw [heq]
      simp
    · have hne : R - r ≠ 0 := (sub_pos.mpr hlt).ne'
      have hw : 6 / (R - r) ^ 2 * (R - r) ^ 3 = 6 * (R - r) := by field_simp
      rw [hq r ⟨hr.1, hlt⟩]
      linear_combination hw
  · intro r hr
    exact pow_ne_zero 3 (sub_pos.mpr hr.2).ne'

end

end CoreStateConfinement
```

Q: What value does the potential take at $R$ itself?

A: Any value you like. The hypothesis fixes $q$ only on `Ioo 0 R`, the open interval. At $R$ both $c$ and $c''$ are zero, so the equation there reads $0 = 0$. The proof treats that point separately, and for $r < R$ it cancels the powers of $R-r$. No choice of $q(R)$ makes this potential continuous at $R$, so there is no conflict with the main theorem.

Q: That function does not look like a core orbital. It tends to $R^3$ at the nucleus, where $c$ ought to go to zero.

A: Correct, and it isn't offered as one. It shows that the theorem, as stated for all radial solutions, needs control of the potential at the boundary. A potential in an LAPW sphere that is continuous up to $R$, with no such wall, falls under the main theorem.

Q: Then what should I not read into it?

A: It concerns one radial function in a fixed spherical potential, with the non-relativistic equation. A core solver based on the Dirac equation has a different pair of radial functions and is not covered. Nor does the theorem tell you how small the boundary value must be before a level may safely be called core, or when a ghost band will appear. The inequality does give a lower limit on $c(R)^2 + d(R)^2$ from the size of the orbital further in, but with a deep potential $M$ is large and that limit can be very weak.

Q: So if my output prints zero for both numbers at $R$?

A: For a nonzero solution of this equation with a potential continuous up to $R$, at least one of the two exact values is nonzero, so the two printed zeros cannot both be exact.

```lean
#print axioms CoreStateConfinement.core_state_eq_zero
-- 'CoreStateConfinement.core_state_eq_zero' depends on axioms: [propext, Classical.choice, Quot.sound]
#print axioms CoreStateConfinement.proportional_of_boundary_nodes
-- 'CoreStateConfinement.proportional_of_boundary_nodes' depends on axioms: [propext, Classical.choice, Quot.sound]
#print axioms CoreStateConfinement.confined_by_singular_wall
-- 'CoreStateConfinement.confined_by_singular_wall' depends on axioms: [propext, Classical.choice, Quot.sound]
```
